# For a constant joint weight, phonon linewidth and electron-phonon coupling are proportional at every positive temperature

The phonon linewidth is modelled here as an integral over all electron energies, in which a joint weight of electronic transitions multiplies a difference of Fermi occupations, while the electron-phonon coupling has its own algebraic definition. For a constant weight the integral has a closed form, and the proportionality between the two quantities follows from it. The factor between them contains the electronic density of states and the square of the phonon frequency, so it differs between modes of different frequency.

```lean
import Mathlib

open MeasureTheory Filter Topology

namespace PhononLinewidth

noncomputable section

/-- The Fermi function at temperature `T ≠ 0`, with the energy `e` measured from the
chemical potential and Boltzmann's constant set to one. -/
def fermi (T e : ℝ) : ℝ := 1 / (Real.exp (e / T) + 1)

/-- The thermal window: the difference of the occupations at `e` and at `e + w`,
for `T ≠ 0`. -/
def window (T w e : ℝ) : ℝ := fermi T e - fermi T (e + w)

/-- The phonon linewidth for a joint weight `J e` of electronic transitions from `e` to
`e + w`, at temperature `T ≠ 0`. -/
def linewidth (T w : ℝ) (J : ℝ → ℝ) : ℝ := 2 * Real.pi * ∫ e, J e * window T w e

/-- The electron-phonon coupling of a mode of frequency `w ≠ 0` with constant joint weight `J`
and density of states `N ≠ 0` per spin. -/
def coupling (N w J : ℝ) : ℝ := 2 * J / (N * w)

/-- For `T ≠ 0` the Fermi occupation lies strictly between zero and one. -/
theorem fermi_mem_Ioo (T e : ℝ) : 0 < fermi T e ∧ fermi T e < 1 := by
  have hX := Real.exp_pos (e / T)
  unfold fermi
  refine ⟨by positivity, ?_⟩
  rw [div_lt_one (by positivity)]
  linarith

/-- For positive temperature the Fermi function tends to one far below the chemical potential
and to zero far above it. -/
theorem fermi_limits {T : ℝ} (hT : 0 < T) :
    Tendsto (fun e => fermi T e) atBot (𝓝 1) ∧ Tendsto (fun e => fermi T e) atTop (𝓝 0) := by
  constructor
  · have h : Tendsto (fun e : ℝ => Real.exp (e / T)) atBot (𝓝 0) :=
      Real.tendsto_exp_atBot.comp (tendsto_id.atBot_div_const hT)
    have h2 := (h.add_const 1).inv₀ (by norm_num)
    have h3 : ((0 : ℝ) + 1)⁻¹ = 1 := by norm_num
    rw [h3] at h2
    exact h2.congr (fun e => by simp [fermi])
  · have h : Tendsto (fun e : ℝ => Real.exp (e / T) + 1) atTop atTop :=
      tendsto_atTop_add_const_right _ 1
        (Real.tendsto_exp_atTop.comp (tendsto_id.atTop_div_const hT))
    exact h.inv_tendsto_atTop.congr (fun e => by simp [fermi])

/-- For positive temperature the slope of the Fermi function is `-f (1 - f) / T`. -/
theorem hasDerivAt_fermi {T : ℝ} (hT : 0 < T) (e : ℝ) :
    HasDerivAt (fermi T) (-(fermi T e * (1 - fermi T e)) / T) e := by
  have hne : Real.exp (e / T) + 1 ≠ 0 := by positivity
  have h1 : HasDerivAt (fun x : ℝ => Real.exp (x / T) + 1) (Real.exp (e / T) * (1 / T)) e :=
    (((hasDerivAt_id' e).div_const T).exp).add_const 1
  have h2 : HasDerivAt (fermi T) _ e := (hasDerivAt_const e (1 : ℝ)).fun_div h1 hne
  refine h2.congr_deriv ?_
  unfold fermi
  generalize Real.exp (e / T) = X at *
  have hT' := hT.ne'
  field_simp
  ring

/-- For `T ≠ 0` the occupations at `e` and `e + w` are tied together by the Boltzmann factor
`exp (-w / T)`. -/
theorem fermi_shift (T w e : ℝ) :
    fermi T (e + w) * (1 - (1 - Real.exp (-(w / T))) * fermi T e)
      = Real.exp (-(w / T)) * fermi T e := by
  have hq : Real.exp ((e + w) / T) * Real.exp (-(w / T)) = Real.exp (e / T) := by
    rw [← Real.exp_add]
    congr 1
    ring
  have hY := Real.exp_pos ((e + w) / T)
  have hQ := Real.exp_pos (-(w / T))
  unfold fermi
  rw [← hq]
  generalize Real.exp ((e + w) / T) = Y at *
  generalize Real.exp (-(w / T)) = q at *
  have h1 : Y + 1 ≠ 0 := by positivity
  have h2 : Y * q + 1 ≠ 0 := by positivity
  field_simp
  ring

/-- For positive temperature the thermal window is the derivative of
`T log (1 - (1 - exp (-w / T)) f(e))`. -/
theorem hasDerivAt_primitive {T : ℝ} (hT : 0 < T) (w e : ℝ) :
    HasDerivAt (fun x => T * Real.log (1 - (1 - Real.exp (-(w / T))) * fermi T x))
      (window T w e) e := by
  obtain ⟨h0, h1⟩ := fermi_mem_Ioo T e
  have hD : 1 - (1 - Real.exp (-(w / T))) * fermi T e ≠ 0 := by
    have := mul_pos (Real.exp_pos (-(w / T))) h0
    apply ne_of_gt
    linarith
  have h := ((((hasDerivAt_fermi hT e).const_mul
    (1 - Real.exp (-(w / T)))).const_sub 1).log hD).const_mul T
  refine h.congr_deriv ?_
  have hs := fermi_shift T w e
  have hT1 : T * T⁻¹ = 1 := mul_inv_cancel₀ hT.ne'
  unfold window
  rw [← mul_div_assoc, div_eq_iff hD]
  linear_combination
    (1 - Real.exp (-(w / T))) * fermi T e * (1 - fermi T e) * hT1 + hs

/-- For positive temperature and frequency the thermal window is positive at every energy,
integrable over all energies, and its integral is the phonon frequency. -/
theorem window_integral {T w : ℝ} (hT : 0 < T) (hw : 0 < w) :
    (∀ e, 0 < window T w e) ∧ Integrable (window T w) ∧ ∫ e, window T w e = w := by
  have hpos : ∀ e, 0 < window T w e := by
    intro e
    have h : Real.exp (e / T) < Real.exp ((e + w) / T) :=
      Real.exp_lt_exp.mpr (div_lt_div_of_pos_right (by linarith) hT)
    exact sub_pos.mpr (one_div_lt_one_div_of_lt (by positivity) (by linarith))
  have hf : Continuous (fermi T) :=
    continuous_iff_continuousAt.mpr fun e => (hasDerivAt_fermi hT e).continuousAt
  have hc : Continuous (window T w) :=
    hf.sub (hf.comp (by fun_prop : Continuous fun e : ℝ => e + w))
  -- the primitive runs from `-w` to `0`
  have hbot := ((((fermi_limits hT).1.const_mul
    (1 - Real.exp (-(w / T)))).const_sub 1).log (by simp)).const_mul T
  have htop := ((((fermi_limits hT).2.const_mul
    (1 - Real.exp (-(w / T)))).const_sub 1).log (by simp)).const_mul T
  have eb : T * Real.log (1 - (1 - Real.exp (-(w / T))) * 1) = -w := by
    rw [mul_one, sub_sub_cancel, Real.log_exp, mul_neg, mul_div_cancel₀ w hT.ne']
  have et : T * Real.log (1 - (1 - Real.exp (-(w / T))) * 0) = 0 := by simp
  rw [eb] at hbot
  rw [et] at htop
  -- a positive function with bounded primitive is integrable
  have hint : Integrable (window T w) := by
    refine integrable_of_intervalIntegral_norm_tendsto (l := atTop)
      (a := fun R : ℝ => -R) (b := fun R : ℝ => R) (0 - -w)
      (fun R => hc.integrableOn_Ioc) tendsto_neg_atTop_atBot tendsto_id ?_
    refine (htop.sub (hbot.comp tendsto_neg_atTop_atBot)).congr fun R => ?_
    have hn : ∀ x, ‖window T w x‖ = window T w x := fun x => Real.norm_of_nonneg (hpos x).le
    simp only [hn]
    exact (intervalIntegral.integral_eq_sub_of_hasDerivAt
      (fun x _ => hasDerivAt_primitive hT w x) (hc.intervalIntegrable _ _)).symm
  refine ⟨hpos, hint, ?_⟩
  rw [integral_of_hasDerivAt_of_tendsto (hasDerivAt_primitive hT w) hint hbot htop]
  ring

/-- For constant joint weight, and positive temperature, frequency and density of states per
spin, the phonon linewidth is `π N λ w ^ 2` with `λ` the electron-phonon coupling. -/
theorem linewidth_eq_coupling {T w N : ℝ} (hT : 0 < T) (hw : 0 < w) (hN : 0 < N) (J : ℝ) :
    linewidth T w (fun _ => J) = Real.pi * N * coupling N w J * w ^ 2 := by
  have hN' := hN.ne'
  have hw' := hw.ne'
  unfold linewidth coupling
  rw [integral_const_mul, (window_integral hT hw).2.2]
  field_simp

/-- If a measurable joint weight stays between `a` and `b`, then at positive temperature and
frequency the linewidth stays between `2 π a w` and `2 π b w`. -/
theorem linewidth_bounds {T w a b : ℝ} (hT : 0 < T) (hw : 0 < w) {J : ℝ → ℝ}
    (hJ : Measurable J) (ha : ∀ e, a ≤ J e) (hb : ∀ e, J e ≤ b) :
    2 * Real.pi * a * w ≤ linewidth T w J ∧ linewidth T w J ≤ 2 * Real.pi * b * w := by
  obtain ⟨hpos, hint, hval⟩ := window_integral hT hw
  -- the bounded weight keeps the integrand integrable
  have hi : Integrable (fun e => J e * window T w e) := by
    refine (hint.const_mul (|a| + |b|)).mono'
      (hJ.aestronglyMeasurable.mul hint.aestronglyMeasurable) (ae_of_all _ fun e => ?_)
    rw [norm_mul, Real.norm_of_nonneg (hpos e).le, Real.norm_eq_abs]
    exact mul_le_mul_of_nonneg_right (abs_le.mpr
      ⟨by linarith [neg_abs_le a, abs_nonneg b, ha e],
        by linarith [le_abs_self b, abs_nonneg a, hb e]⟩) (hpos e).le
  have hlo := integral_mono (hint.const_mul a) hi
    (fun e => mul_le_mul_of_nonneg_right (ha e) (hpos e).le)
  have hhi := integral_mono hi (hint.const_mul b)
    (fun e => mul_le_mul_of_nonneg_right (hb e) (hpos e).le)
  rw [integral_const_mul, hval] at hlo hhi
  have hpi : 0 ≤ 2 * Real.pi := by positivity
  have h1 := mul_le_mul_of_nonneg_left hlo hpi
  have h2 := mul_le_mul_of_nonneg_left hhi hpi
  unfold linewidth
  constructor <;> linarith

end

end PhononLinewidth
```

```lean
#print axioms PhononLinewidth.linewidth_eq_coupling
#print axioms PhononLinewidth.linewidth_bounds
```

```
'PhononLinewidth.linewidth_eq_coupling' depends on axioms: [propext, Classical.choice, Quot.sound]
'PhononLinewidth.linewidth_bounds' depends on axioms: [propext, Classical.choice, Quot.sound]
```

## Linewidth, coupling and thermal window

Let T be the temperature and w the frequency of one phonon mode, both positive, and let e be an electron energy measured from the chemical potential. In units with ħ = k_B = 1, the Fermi function is

f(e) = 1/(exp(e/T) + 1).

This is `fermi T e`. An electron that absorbs the phonon goes from energy e to e + w. The reverse process emits a phonon, and the net absorption is governed by the difference

W(e) = f(e) − f(e + w),

which is `window T w e`. The name fits, because W is appreciable only near the chemical potential, in a range set by w and T.

The remaining ingredient is the joint weight J(e). For electron states labelled by k, a phonon of wavevector Q, band energies ε and coupling matrix elements g, the golden rule for non-interacting electrons suggests

J(e) = Σ_k |g|² δ(ε_k − e) δ(ε_{k+Q} − e − w),

with the sum taken over one spin. The file does not build this sum. It accepts any real function `J : ℝ → ℝ` and defines

linewidth = 2π ∫ J(e) W(e) de.

If J counts one spin and both spins damp the phonon equally, this expression is the half width at half maximum of the phonon line. A convention that quotes the full width has an additional factor of 2.

For a constant weight J, the coupling is defined by

λ = 2J/(N w),

where N is the electronic density of states per spin. This is `coupling N w J`. In the file N is simply a positive number. It is not computed from a band structure, and nothing links it to J except this formula.

## What the theorems say

The theorem `window_integral` assumes T > 0 and w > 0 and has three conclusions: W(e) > 0 at every real e, W is integrable over the whole real line, and

∫ W(e) de = w.

Lean assigns the value 0 to the integral of a non-integrable function, so the third conclusion, with w > 0, already implies integrability. It is stated separately for convenience, since the proof of `linewidth_bounds` uses it.

The theorem `linewidth_eq_coupling` adds N > 0 and a constant weight J, written as the function `fun _ => J`. It concludes

linewidth = π N λ w².

The temperature has disappeared from the right-hand side. No sign is required of J, although a physical weight is non-negative.

Constancy of J is the main physical assumption. It stands for a metal in which the matrix elements and the available pairs of states hardly change over the thermal window. The theorem takes the weight as constant at all energies, which idealises away the band edges.

The theorem `linewidth_bounds` relaxes this assumption. If J(e) is measurable and a ≤ J(e) ≤ b at every energy, then

2πaw ≤ linewidth ≤ 2πbw.

The bounds are the same at every positive temperature. For a fixed function J and a fixed frequency w, any temperature dependence of the linewidth must therefore come from the variation of J with energy, and it is confined to this interval.

In electronic-structure work the relation converts a computed phonon linewidth into a mode-resolved coupling; the version proved here holds for one mode, with non-interacting electrons and a constant joint weight. Lifetime broadening of the electrons, anharmonic damping and the sum over modes are not treated.

## A primitive for the window

The two terms of W cannot be integrated separately over the real line, since each tends to 1 as e → −∞. A primitive of the difference avoids this problem.

Write X = exp(e/T) and q = exp(−w/T), so that 0 < q < 1. Then

f(e) = 1/(X + 1), 1 − f(e) = X/(X + 1).

Both are positive, hence 0 < f(e) < 1, which is `fermi_mem_Ioo`. Differentiation gives

f′(e) = −(X/T)/(X + 1)² = −f(e)(1 − f(e))/T,

which is `hasDerivAt_fermi`. As e → −∞, X → 0 and f → 1; as e → +∞, X → ∞ and f → 0. These are the two parts of `fermi_limits`.

The shifted occupation can be expressed through the unshifted one. Since exp((e + w)/T) = X/q,

f(e + w) = 1/(X/q + 1) = q/(X + q).

Now define

D(e) = 1 − (1 − q) f(e) = (X + q)/(X + 1).

Multiplying the two expressions gives

f(e + w) D(e) = q/(X + 1) = q f(e).

This is `fermi_shift`. Its proof replaces the exponentials by plain variables, after which `field_simp` and `ring` settle the rational identity.

The window then becomes

W(e) = f(e) − q f(e)/D(e) = f(e)(D(e) − q)/D(e).

Because D(e) − q = (1 − q)(1 − f(e)), this is

W(e) = (1 − q) f(e)(1 − f(e))/D(e).

The numerator contains the same product f(1 − f) as the derivative of f, which points to a logarithm. Let

P(e) = T log D(e).

The logarithm is differentiable here because D(e) = (1 − f(e)) + q f(e) > 0. The chain rule gives

P′(e) = T · (−(1 − q) f′(e))/D(e) = (1 − q) f(e)(1 − f(e))/D(e) = W(e).

This is `hasDerivAt_primitive`. In Lean the chain rule first produces the derivative in its raw form. The step `linear_combination` then identifies it with the window, using the shift identity and T · T⁻¹ = 1.

## From the primitive to the linewidth

The limits of f determine those of P. At the lower end f → 1 and D → q, so

P(e) → T log q = −w as e → −∞.

At the upper end f → 0 and D → 1, so

P(e) → 0 as e → +∞.

In `window_integral` these limits are called `hbot` and `htop`. Positivity of W is proved directly: w > 0 makes exp((e + w)/T) larger than exp(e/T), so f(e + w) is smaller than f(e).

On a finite interval from −R to R, the fundamental theorem of calculus gives

∫ from −R to R of W(e) de = P(R) − P(−R) → 0 − (−w) = w as R → ∞.

Since W is positive, it equals its own absolute value. The integrals of |W| over growing intervals therefore converge to a finite limit, and W is integrable. This is the role of `integrable_of_intervalIntegral_norm_tendsto`, with continuity of W supplying integrability on each finite interval. Once integrability is known, `integral_of_hasDerivAt_of_tendsto` evaluates the integral over the whole line as the difference of the two limits, which is w.

For a constant weight, J comes out of the integral:

linewidth = 2πJ ∫ W(e) de = 2πJw.

The definition of λ gives J = Nλw/2, hence

linewidth = 2π (Nλw/2) w = π N λ w².

The proof of `linewidth_eq_coupling` makes the same two moves: `integral_const_mul` extracts J, and `field_simp` completes the algebra. One power of w comes from the window integral and the other from the definition of the coupling.

For a varying weight, positivity of W preserves the inequalities:

a W(e) ≤ J(e) W(e) ≤ b W(e).

The middle function is integrable because it is measurable and

|J(e) W(e)| ≤ (|a| + |b|) W(e).

Integrating the three terms and multiplying by 2π yields the bounds. In `linewidth_bounds`, `hi` is the integrability of the middle function, and the two uses of `integral_mono` give the lower and upper estimates.

## The window at low temperature

As T → 0 from above, with w fixed, the Fermi function approaches a step. The window then approaches 1 for −w < e < 0 and 0 for e < −w or e > 0. Its limiting shape is a box of height 1 and width w, whose area is visibly w. Pauli blocking explains the box: the initial state must be occupied and the final state, higher by w, must be empty. The theorems themselves concern T > 0, where heating lowers and broadens the box but leaves its area unchanged.
